# A lower bound on the ground energy of finite electron-phonon matrices with commuting coupling

After diagonalising an electron-phonon Hamiltonian with truncated phonon modes and a coupling linear in the phonon displacements, one can check the lowest eigenvalue against that of an effective matrix from which the phonon operators of the coupling have been eliminated. If the coupling matrices are Hermitian and commute with the phonon matrices, and the phonon energies are positive, a result below that floor by more than rounding signals an error.

In Lean 4 with Mathlib:

```lean
import Mathlib

open Matrix
open scoped Kronecker ComplexOrder

namespace PolaronCompletingSquares

noncomputable section

variable {n ι : Type*} [Fintype n] [DecidableEq n] [Fintype ι]

/-- The squared norm of a state vector. -/
def weight (ψ : n → ℂ) : ℝ := (star ψ ⬝ᵥ ψ).re

/-- The real part of the (unnormalised) expectation value of `H` in the state `ψ`. -/
def expect (H : Matrix n n ℂ) (ψ : n → ℂ) : ℝ := (star ψ ⬝ᵥ (H *ᵥ ψ)).re

/-- The real eigenvalues of `H`. -/
def energyLevels (H : Matrix n n ℂ) : Set ℝ :=
  {E | ∃ ψ : n → ℂ, ψ ≠ 0 ∧ H *ᵥ ψ = (E : ℂ) • ψ}

/-- The ground energy: the infimum of the energy levels. -/
def groundEnergy (H : Matrix n n ℂ) : ℝ := sInf (energyLevels H)

/-- The electron-phonon Hamiltonian `T + ∑ (w b†b + g A (b + b†))`. -/
def polaronH (T : Matrix n n ℂ) (w g : ι → ℝ) (A b : ι → Matrix n n ℂ) : Matrix n n ℂ :=
  T + ∑ q, ((w q : ℂ) • ((b q)ᴴ * b q) + (g q : ℂ) • (A q * (b q + (b q)ᴴ)))

/-- The effective Hamiltonian `T - ∑ (g² / w) A²`. -/
def effH (T : Matrix n n ℂ) (w g : ι → ℝ) (A : ι → Matrix n n ℂ) : Matrix n n ℂ :=
  T - ∑ q, ((g q ^ 2 / w q : ℝ) : ℂ) • (A q * A q)

/-- The displaced phonon operator `b + (g / w) A` of mode `q`. -/
def displaced (w g : ι → ℝ) (A b : ι → Matrix n n ℂ) (q : ι) : Matrix n n ℂ :=
  b q + ((g q / w q : ℝ) : ℂ) • A q

omit [DecidableEq n] in
/-- The squared norm is nonnegative and vanishes only for the zero vector. -/
theorem weight_nonneg_and_eq_zero (ψ : n → ℂ) :
    0 ≤ weight ψ ∧ (weight ψ = 0 ↔ ψ = 0) := by
  have h : weight ψ = ∑ i, Complex.normSq (ψ i) := by
    simp only [weight, dotProduct, Complex.re_sum]
    refine Finset.sum_congr rfl fun i _ => ?_
    rw [Pi.star_apply, Complex.star_def, Complex.mul_re, Complex.conj_re, Complex.conj_im,
      Complex.normSq_apply]
    ring
  rw [h]
  refine ⟨Finset.sum_nonneg fun i _ => Complex.normSq_nonneg _, ?_⟩
  rw [Finset.sum_eq_zero_iff_of_nonneg (fun i _ => Complex.normSq_nonneg _)]
  simp [funext_iff]

omit [DecidableEq n] in
/-- In an eigenstate the expectation value is the energy times the squared norm. -/
theorem expect_eigenstate {H : Matrix n n ℂ} {ψ : n → ℂ} {E : ℝ}
    (h : H *ᵥ ψ = (E : ℂ) • ψ) : expect H ψ = E * weight ψ := by
  rw [expect, h, dotProduct_smul, smul_eq_mul, Complex.re_ofReal_mul, weight]

omit [DecidableEq n] in
/-- Adding terms `c S†S` to an operator adds `c ‖S ψ‖²` to its expectation value. -/
theorem expect_add_squares (X : Matrix n n ℂ) (c : ι → ℝ) (S : ι → Matrix n n ℂ)
    (ψ : n → ℂ) :
    expect (X + ∑ q, (c q : ℂ) • ((S q)ᴴ * S q)) ψ
      = expect X ψ + ∑ q, c q * weight (S q *ᵥ ψ) := by
  classical
  have h : ∀ q, star ψ ⬝ᵥ (((S q)ᴴ * S q) *ᵥ ψ) = star (S q *ᵥ ψ) ⬝ᵥ (S q *ᵥ ψ) := by
    intro q
    rw [Matrix.star_mulVec, ← Matrix.mulVec_mulVec, Matrix.dotProduct_mulVec (star ψ) (S q)ᴴ]
  have key : ∀ s : Finset ι, expect (X + ∑ q ∈ s, (c q : ℂ) • ((S q)ᴴ * S q)) ψ
      = expect X ψ + ∑ q ∈ s, c q * weight (S q *ᵥ ψ) := by
    intro s
    induction s using Finset.induction_on with
    | empty => simp
    | insert a s ha ih =>
      rw [Finset.sum_insert ha, Finset.sum_insert ha, add_left_comm X, expect,
        Matrix.add_mulVec, dotProduct_add, Complex.add_re, Matrix.smul_mulVec,
        dotProduct_smul, h, smul_eq_mul, Complex.re_ofReal_mul]
      simp only [expect, weight] at ih ⊢
      linarith
  exact key Finset.univ

/-- For a Hermitian matrix the ground energy is the least eigenvalue, and it bounds every
normalised expectation value from below. -/
theorem groundEnergy_variational [Nonempty n] {H : Matrix n n ℂ} (hH : H.IsHermitian) :
    IsLeast (energyLevels H) (groundEnergy H) ∧
      ∀ ψ, groundEnergy H * weight ψ ≤ expect H ψ := by
  have key : ∀ (M : Matrix n n ℂ) (hM : M.IsHermitian) (i : n),
      hM.eigenvalues i ∈ energyLevels M := by
    intro M hM i
    refine ⟨(hM.eigenvectorBasis i).ofLp,
      fun h0 => hM.eigenvectorBasis.orthonormal.ne_zero i ?_, ?_⟩
    · ext j
      exact congrFun h0 j
    · exact (hM.mulVec_eigenvectorBasis i).trans (by ext j; simp)
  have hfin : (energyLevels H).Finite := by
    have h := Module.End.finite_hasEigenvalue (Matrix.toLin' H)
    refine (h.preimage Complex.ofReal_injective.injOn).subset ?_
    rintro E ⟨ψ, h0, hψ⟩
    exact Module.End.hasEigenvalue_of_hasEigenvector
      ⟨Module.End.mem_eigenspace_iff.2 (by rw [Matrix.toLin'_apply]; exact hψ), h0⟩
  have hl : IsLeast (energyLevels H) (groundEnergy H) :=
    ⟨Set.Nonempty.csInf_mem ⟨_, key H hH (Classical.arbitrary n)⟩ hfin,
      fun E hE => csInf_le hfin.bddBelow hE⟩
  refine ⟨hl, fun ψ => ?_⟩
  -- `H` minus its ground energy has no negative eigenvalue
  have hM : (H - (groundEnergy H : ℂ) • (1 : Matrix n n ℂ)).IsHermitian := by
    rw [Matrix.IsHermitian, Matrix.conjTranspose_sub, Matrix.conjTranspose_smul, hH.eq,
      Matrix.conjTranspose_one, Complex.star_def, Complex.conj_ofReal]
  have hP := hM.posSemidef_iff_eigenvalues_nonneg.2 (by
    intro i
    obtain ⟨v, hv0, hv⟩ := key _ hM i
    rw [Matrix.sub_mulVec, Matrix.smul_mulVec, Matrix.one_mulVec, sub_eq_iff_eq_add] at hv
    have := hl.2 (show hM.eigenvalues i + groundEnergy H ∈ energyLevels H from
      ⟨v, hv0, by rw [hv, Complex.ofReal_add, add_smul]⟩)
    show (0 : ℝ) ≤ hM.eigenvalues i
    linarith)
  have h := (Complex.le_def.1 (hP.dotProduct_mulVec_nonneg ψ)).1
  rw [Matrix.sub_mulVec, Matrix.smul_mulVec, Matrix.one_mulVec, dotProduct_sub,
    dotProduct_smul, smul_eq_mul, Complex.sub_re, Complex.re_ofReal_mul, Complex.zero_re] at h
  simp only [expect, weight]
  linarith

variable {T : Matrix n n ℂ} {w g : ι → ℝ} {A b : ι → Matrix n n ℂ}

/-- Completing the square: the electron-phonon Hamiltonian is the effective Hamiltonian plus
`∑ w S†S` with the displaced phonon operators `S`. -/
theorem complete_square (hA : ∀ q, (A q).IsHermitian) (hc : ∀ q, A q * b q = b q * A q)
    (hw : ∀ q, 0 < w q) :
    polaronH T w g A b = effH T w g A
      + ∑ q, (w q : ℂ) • ((displaced w g A b q)ᴴ * displaced w g A b q) := by
  have mode : ∀ q, (w q : ℂ) • ((b q)ᴴ * b q) + (g q : ℂ) • (A q * (b q + (b q)ᴴ))
      = (w q : ℂ) • ((displaced w g A b q)ᴴ * displaced w g A b q)
        - ((g q ^ 2 / w q : ℝ) : ℂ) • (A q * A q) := by
    intro q
    have hq := (hw q).ne'
    -- the adjoint of the commutation relation
    have h1 : (b q)ᴴ * A q = A q * (b q)ᴴ := by
      have h := congrArg Matrix.conjTranspose (hc q)
      rwa [Matrix.conjTranspose_mul, Matrix.conjTranspose_mul, (hA q).eq] at h
    obtain ⟨c, hcd⟩ : ∃ c : ℝ, c = g q / w q := ⟨_, rfl⟩
    have hg : g q = w q * c := by rw [hcd]; field_simp
    have hd : g q ^ 2 / w q = w q * c * c := by rw [hcd]; field_simp
    have hS : (displaced w g A b q)ᴴ = (b q)ᴴ + (c : ℂ) • A q := by
      rw [displaced, ← hcd, Matrix.conjTranspose_add, Matrix.conjTranspose_smul, (hA q).eq,
        Complex.star_def, Complex.conj_ofReal]
    rw [hS, displaced, ← hcd, hd, hg]
    simp only [add_mul, mul_add, smul_mul_assoc, mul_smul_comm, h1, Complex.ofReal_mul]
    module
  rw [polaronH, effH, Finset.sum_congr rfl (fun q _ => mode q), Finset.sum_sub_distrib]
  abel

/-- The effective and the electron-phonon Hamiltonian are both Hermitian. -/
theorem isHermitian_effH_polaronH (hT : T.IsHermitian) (hA : ∀ q, (A q).IsHermitian)
    (hc : ∀ q, A q * b q = b q * A q) (hw : ∀ q, 0 < w q) :
    (effH T w g A).IsHermitian ∧ (polaronH T w g A b).IsHermitian := by
  have key : ∀ (X : Matrix n n ℂ) (c : ι → ℝ) (S : ι → Matrix n n ℂ), X.IsHermitian →
      (X + ∑ q, (c q : ℂ) • ((S q)ᴴ * S q)).IsHermitian := by
    intro X c S hX
    rw [Matrix.IsHermitian, Matrix.conjTranspose_add, hX.eq, Matrix.conjTranspose_sum]
    congr 1
    refine Finset.sum_congr rfl fun q _ => ?_
    rw [Matrix.conjTranspose_smul, Matrix.conjTranspose_mul,
      Matrix.conjTranspose_conjTranspose, Complex.star_def, Complex.conj_ofReal]
  have heff : (effH T w g A).IsHermitian := by
    have h := key T (fun q => -(g q ^ 2 / w q)) A hT
    have hA' : ∀ q, (A q)ᴴ = A q := fun q => (hA q).eq
    simp only [hA', Complex.ofReal_neg, neg_smul, Finset.sum_neg_distrib,
      ← sub_eq_add_neg] at h
    exact h
  refine ⟨heff, ?_⟩
  rw [complete_square hA hc hw]
  exact key _ w (displaced w g A b) heff

/-- Polaron lower bound: the ground energy of the electron-phonon Hamiltonian is at least that
of the effective Hamiltonian `T - ∑ (g² / w) A²`. -/
theorem polaron_lower_bound [Nonempty n] (hT : T.IsHermitian) (hA : ∀ q, (A q).IsHermitian)
    (hc : ∀ q, A q * b q = b q * A q) (hw : ∀ q, 0 < w q) :
    groundEnergy (effH T w g A) ≤ groundEnergy (polaronH T w g A b) := by
  obtain ⟨heff, hpol⟩ := isHermitian_effH_polaronH (g := g) hT hA hc hw
  obtain ⟨ψ, h0, hψ⟩ := (groundEnergy_variational hpol).1.1
  have e := expect_eigenstate hψ
  have e1 : expect (polaronH T w g A b) ψ = expect (effH T w g A) ψ
      + ∑ q, w q * weight (displaced w g A b q *ᵥ ψ) := by
    rw [complete_square hA hc hw]
    exact expect_add_squares _ w (displaced w g A b) ψ
  have hs : 0 ≤ ∑ q, w q * weight (displaced w g A b q *ᵥ ψ) :=
    Finset.sum_nonneg fun q _ => mul_nonneg (hw q).le (weight_nonneg_and_eq_zero _).1
  have hv := (groundEnergy_variational heff).2 ψ
  have hW : 0 < weight ψ := lt_of_le_of_ne (weight_nonneg_and_eq_zero ψ).1
    fun h => h0 ((weight_nonneg_and_eq_zero ψ).2.1 h.symm)
  exact le_of_mul_le_mul_right (by linarith) hW

/-- The two ground energies agree exactly when some ground state of the effective Hamiltonian
is annihilated by every displaced phonon operator. -/
theorem polaron_bound_eq_iff [Nonempty n] (hT : T.IsHermitian) (hA : ∀ q, (A q).IsHermitian)
    (hc : ∀ q, A q * b q = b q * A q) (hw : ∀ q, 0 < w q) :
    groundEnergy (effH T w g A) = groundEnergy (polaronH T w g A b) ↔
      ∃ ψ : n → ℂ, ψ ≠ 0 ∧ effH T w g A *ᵥ ψ = (groundEnergy (effH T w g A) : ℂ) • ψ ∧
        ∀ q, displaced w g A b q *ᵥ ψ = 0 := by
  obtain ⟨heff, hpol⟩ := isHermitian_effH_polaronH (g := g) hT hA hc hw
  -- on annihilated states the two Hamiltonians act alike
  have same : ∀ ψ : n → ℂ, (∀ q, displaced w g A b q *ᵥ ψ = 0) →
      polaronH T w g A b *ᵥ ψ = effH T w g A *ᵥ ψ := by
    intro ψ h
    rw [complete_square hA hc hw, Matrix.add_mulVec, add_eq_left]
    refine Finset.sum_induction _ (fun M : Matrix n n ℂ => M *ᵥ ψ = 0) ?_ ?_ ?_
    · intro M N hM hN
      rw [Matrix.add_mulVec, hM, hN, add_zero]
    · exact Matrix.zero_mulVec ψ
    · intro q _
      rw [Matrix.smul_mulVec, ← Matrix.mulVec_mulVec, h q, Matrix.mulVec_zero, smul_zero]
  constructor
  · intro hE
    obtain ⟨ψ, h0, hψ⟩ := (groundEnergy_variational hpol).1.1
    have e := expect_eigenstate hψ
    have e1 : expect (polaronH T w g A b) ψ = expect (effH T w g A) ψ
        + ∑ q, w q * weight (displaced w g A b q *ᵥ ψ) := by
      rw [complete_square hA hc hw]
      exact expect_add_squares _ w (displaced w g A b) ψ
    have hv := (groundEnergy_variational heff).2 ψ
    rw [hE] at hv
    have hn : ∀ q ∈ Finset.univ, 0 ≤ w q * weight (displaced w g A b q *ᵥ ψ) :=
      fun q _ => mul_nonneg (hw q).le (weight_nonneg_and_eq_zero _).1
    have hz := (Finset.sum_eq_zero_iff_of_nonneg hn).1
      (le_antisymm (by linarith) (Finset.sum_nonneg hn))
    have ha : ∀ q, displaced w g A b q *ᵥ ψ = 0 := fun q =>
      (weight_nonneg_and_eq_zero _).2.1
        ((mul_eq_zero.1 (hz q (Finset.mem_univ q))).resolve_left (hw q).ne')
    exact ⟨ψ, h0, by rw [← same ψ ha, hE]; exact hψ, ha⟩
  · rintro ⟨ψ, h0, hψ, ha⟩
    exact le_antisymm (polaron_lower_bound hT hA hc hw)
      ((groundEnergy_variational hpol).1.2 ⟨ψ, h0, (same ψ ha).trans hψ⟩)

/-- If no `A q` increases the norm of a state, the ground energy of the electron-phonon
Hamiltonian is at least that of `T` minus `∑ g² / w`. -/
theorem polaron_shift_bound [Nonempty n] (hT : T.IsHermitian) (hA : ∀ q, (A q).IsHermitian)
    (hc : ∀ q, A q * b q = b q * A q) (hw : ∀ q, 0 < w q)
    (hA1 : ∀ q φ, weight (A q *ᵥ φ) ≤ weight φ) :
    groundEnergy T - ∑ q, g q ^ 2 / w q ≤ groundEnergy (polaronH T w g A b) := by
  refine le_trans ?_ (polaron_lower_bound hT hA hc hw)
  obtain ⟨φ, h0, hφ⟩ :=
    (groundEnergy_variational (isHermitian_effH_polaronH (g := g) hT hA hc hw).1).1.1
  have e := expect_eigenstate hφ
  have e1 := expect_add_squares T (fun q => -(g q ^ 2 / w q)) A φ
  have hA' : ∀ q, (A q)ᴴ = A q := fun q => (hA q).eq
  simp only [hA', Complex.ofReal_neg, neg_smul, neg_mul, Finset.sum_neg_distrib,
    ← sub_eq_add_neg] at e1
  change expect (effH T w g A) φ = _ at e1
  have hs : ∑ q, g q ^ 2 / w q * weight (A q *ᵥ φ) ≤ (∑ q, g q ^ 2 / w q) * weight φ := by
    rw [Finset.sum_mul]
    exact Finset.sum_le_sum fun q _ =>
      mul_le_mul_of_nonneg_left (hA1 q φ) (div_nonneg (sq_nonneg _) (hw q).le)
  have hv := (groundEnergy_variational hT).2 φ
  have hW : 0 < weight φ := lt_of_le_of_ne (weight_nonneg_and_eq_zero φ).1
    fun h => h0 ((weight_nonneg_and_eq_zero φ).2.1 h.symm)
  refine le_of_mul_le_mul_right ?_ hW
  rw [sub_mul]
  linarith

/-- The Pauli matrix `σz` of a two-level electron, acting trivially on the phonon mode. -/
def electronZ : Matrix (Fin 2 × Fin 2) (Fin 2 × Fin 2) ℂ :=
  !![1, 0; 0, -1] ⊗ₖ (1 : Matrix (Fin 2) (Fin 2) ℂ)

/-- The phonon annihilation operator truncated to at most one quantum. -/
def phononB : Matrix (Fin 2 × Fin 2) (Fin 2 × Fin 2) ℂ :=
  (1 : Matrix (Fin 2) (Fin 2) ℂ) ⊗ₖ !![0, 1; 0, 0]

/-- The operators `electronZ` and `phononB` meet the hypotheses on `A` and `b`, and their
product is not zero. -/
theorem polaron_witness : electronZ.IsHermitian ∧
    electronZ * phononB = phononB * electronZ ∧ electronZ * phononB ≠ 0 := by
  refine ⟨?_, ?_, fun h => ?_⟩
  · ext ⟨i, j⟩ ⟨k, l⟩
    fin_cases i <;> fin_cases j <;> fin_cases k <;> fin_cases l <;>
      simp [electronZ, Matrix.conjTranspose_apply, Matrix.kroneckerMap_apply]
  · simp only [electronZ, phononB, ← Matrix.mul_kronecker_mul, one_mul, mul_one]
  · have h1 := congrFun (congrFun h (0, 0)) (0, 1)
    simp only [electronZ, phononB, ← Matrix.mul_kronecker_mul, one_mul, mul_one] at h1
    simp [Matrix.kroneckerMap_apply] at h1

end

end PolaronCompletingSquares
```

```lean
#print axioms PolaronCompletingSquares.polaron_lower_bound
#print axioms PolaronCompletingSquares.polaron_bound_eq_iff
#print axioms PolaronCompletingSquares.polaron_shift_bound
```

```
'PolaronCompletingSquares.polaron_lower_bound' depends on axioms: [propext, Classical.choice, Quot.sound]
'PolaronCompletingSquares.polaron_bound_eq_iff' depends on axioms: [propext, Classical.choice, Quot.sound]
'PolaronCompletingSquares.polaron_shift_bound' depends on axioms: [propext, Classical.choice, Quot.sound]
```

## The two Hamiltonians and their ground energies

Let $T$ and $A_q$ be Hermitian matrices of one positive size, with $q$ running over a finite set of modes. Let $b_q$ be matrices of the same size with $A_qb_q=b_qA_q$, let $w_q>0$, and let $g_q$ be real. The file compares

$$H=T+\sum_q\left[w_q b_q^\dagger b_q+g_qA_q(b_q+b_q^\dagger)\right],\qquad H_{\rm eff}=T-\sum_q\frac{g_q^2}{w_q}A_q^2 .$$

These are `polaronH` and `effH`. The theorem `polaron_lower_bound` states that $E_0(H_{\rm eff})\le E_0(H)$, where $E_0$ is `groundEnergy`, the infimum of the real eigenvalues collected in `energyLevels`. For a Hermitian matrix, `groundEnergy_variational` proves that this infimum is itself an eigenvalue.

In the intended reading, $T$ is the electronic Hamiltonian, $A_q$ the electronic operator that couples to mode $q$, $w_q$ the phonon energy and $g_q$ the coupling strength. All act on the joint electron-phonon space, so an electronic operator carries an identity factor on the phonons. If $T$ and all $A_q$ are of this kind, $H_{\rm eff}$ is a purely electronic problem. In this reading $A_q$ commutes with $b_q$ because the two act on different degrees of freedom, and $w_q>0$ says that each phonon costs energy. The zero-point energy is left out of $H$.

No canonical commutation relation is assumed for $b_q$, which is why truncated modes are allowed. The theorem `polaron_witness` checks the conditions on $A$ and $b$ for a two-level electron with $A=\sigma_z\otimes 1$ and a mode holding at most one quantum. The infinite-dimensional oscillator is not covered, nor is the continuum Fröhlich polaron, whose plane-wave couplings are not Hermitian mode by mode.

## Completing the square in each mode

Taking the adjoint of $A_qb_q=b_qA_q$ gives $b_q^\dagger A_q=A_qb_q^\dagger$. Put $c_q=g_q/w_q$ and define the displaced operator $S_q=b_q+c_qA_q$, called `displaced` in the file. Then

$$\begin{aligned}
S_q^\dagger S_q&=b_q^\dagger b_q+c_q\,b_q^\dagger A_q+c_q\,A_qb_q+c_q^2A_q^2\\
&=b_q^\dagger b_q+c_qA_q(b_q+b_q^\dagger)+c_q^2A_q^2 .
\end{aligned}$$

Multiplying by $w_q$, with $w_qc_q=g_q$ and $w_qc_q^2=g_q^2/w_q$, and summing over the modes gives

$$H=H_{\rm eff}+\sum_q w_qS_q^\dagger S_q .$$

This is `complete_square`. Its step `h1` is the adjoint relation; `simp` then multiplies out the product and `module` compares coefficients. Since $H_{\rm eff}$ and every $S_q^\dagger S_q$ are Hermitian, so is $H$, as `isHermitian_effH_polaronH` records.

## From the identity to the energy bound

The variational principle comes first. For Hermitian $M$, the matrix $M-E_0(M)$ has no negative eigenvalue and is therefore positive semidefinite, so

$$\langle\psi,M\psi\rangle\ge E_0(M)\,\|\psi\|^2\quad\text{for every }\psi .$$

The code works with unnormalised vectors: `weight ψ` is $\|\psi\|^2$ and `expect M ψ` is the real part of $\langle\psi,M\psi\rangle$. For nonzero $\psi$, the normalised expectation value is their quotient.

Now let $\psi\ne0$ be a ground state of $H$. By `expect_eigenstate` and `expect_add_squares`,

$$E_0(H)\|\psi\|^2=\langle\psi,H_{\rm eff}\psi\rangle+\sum_qw_q\|S_q\psi\|^2\ge E_0(H_{\rm eff})\|\psi\|^2 .$$

The sum is nonnegative and the first term obeys the variational principle. Dividing by $\|\psi\|^2>0$ gives the bound. In the proof, `linarith` combines the inequalities and `le_of_mul_le_mul_right` performs the division.

## When the bound is attained

According to `polaron_bound_eq_iff`, the two ground energies agree exactly when some ground state $\psi$ of $H_{\rm eff}$ satisfies $S_q\psi=0$ for all $q$, that is, $b_q\psi=-(g_q/w_q)A_q\psi$. For an untruncated oscillator this condition would describe a mode displaced by an amount set by the electron. A truncated annihilation operator instead has a vanishing power, $b_q^N=0$. Since $A_q$ commutes with $b_q$, applying the condition $N$ times gives $(g_q/w_q)^NA_q^N\psi=0$, and hence $g_qA_q\psi=0$ because $A_q$ is Hermitian. With truncated modes the bound is therefore attained only if some ground state of $H_{\rm eff}$ satisfies $g_qA_q\psi=0$ and $b_q\psi=0$ for all $q$, with no displacement.

If the energies agree, the chain above, applied to a ground state of $H$, forces $\sum_qw_q\|S_q\psi\|^2=0$. Every term is nonnegative and every $w_q$ is positive, so each $S_q\psi$ vanishes. Then $H_{\rm eff}\psi=H\psi$, and $\psi$ is a ground state of $H_{\rm eff}$ too. Conversely, if all $S_q$ annihilate a ground state of $H_{\rm eff}$, then $H\psi=H_{\rm eff}\psi=E_0(H_{\rm eff})\psi$. Hence $E_0(H)\le E_0(H_{\rm eff})$, and the lower bound gives equality.

## A bound in terms of the ground energy of $T$

Suppose in addition that $\|A_q\varphi\|\le\|\varphi\|$ for all $q$ and $\varphi$, as for an occupation number with eigenvalues 0 and 1. For a ground state $\varphi$ of $H_{\rm eff}$,

$$\begin{aligned}
E_0(H_{\rm eff})\|\varphi\|^2
&=\langle\varphi,T\varphi\rangle-\sum_q\frac{g_q^2}{w_q}\|A_q\varphi\|^2\\
&\ge\left(E_0(T)-\sum_q\frac{g_q^2}{w_q}\right)\|\varphi\|^2 .
\end{aligned}$$

Division by $\|\varphi\|^2$ and the main bound give `polaron_shift_bound`: $E_0(H)\ge E_0(T)-\sum_qg_q^2/w_q$.

## Failure without commutation

Take one mode with $T=0$, $w=g=1$, $A=\sigma_z$ and $b=-\sigma_z+i\sigma_x$. These $A$ and $b$ act on the same two-level space and do not commute, so this is an algebraic counterexample and not a model of an electron coupled to a separate phonon mode. Direct multiplication gives $b^\dagger b=2+2\sigma_y$ and $A(b+b^\dagger)=-2$, so $H=2\sigma_y$ is Hermitian with lowest eigenvalue $-2$. But $H_{\rm eff}=-\sigma_z^2=-1$, and the bound fails. The cross terms in $S^\dagger S$ no longer combine into $A(b+b^\dagger)$.
